# Poisson summation for a subgroup of a finite abelian group, with supercell Bloch sums

Put $f(x)=(-1)^x$ on a ring of four sites and add its values on the even sites only. The result is 2, although $f$ sums to zero over the whole ring. Anyone who credits the sum over the even sites to the zero-wavevector component alone therefore gets 0 instead of 2. A sum over supercell translations can also pick up other wavevectors, and the problems below determine which ones and with what weight. This is the bookkeeping behind unfolding a supercell wavefunction into primitive-cell wavevectors, treated here for one complex amplitude per site of a finite periodic lattice.

## Translations, wavevectors and Fourier sums

Let $G$ be the finite abelian group of lattice translations of a Born–von Karman cell, written additively, and let $H$ be the subgroup of supercell translations. Their orders are $|G|$ and $|H|$.

```lean
import Mathlib

open Finset
open scoped ComplexConjugate Classical

namespace SupercellPoisson

noncomputable section

variable {G : Type*} [AddCommGroup G] [Fintype G]
```

An allowed wavevector is a character: a map $\chi:G\to\mathbb C$ with $\chi(0)=1$ and $\chi(x+y)=\chi(x)\chi(y)$. In Lean this is `AddChar G ℂ`. Characters are multiplied where wavevectors would be added. Since $\chi(x)^{|G|}=\chi(|G|x)=1$, each value is a phase, and $\overline{\chi(x)}=\chi(-x)$.

The Fourier sum of $f:G\to\mathbb C$ carries the conjugate phase and no prefactor: $\hat f(\chi)=\sum_{x\in G} f(x)\overline{\chi(x)}$.

```lean
/-- The Fourier sum of `f` over the finite crystal `G` at the wavevector (character) `χ`:
the sum of `f x` times the complex conjugate of `χ x`. -/
def fourier (f : G → ℂ) (χ : AddChar G ℂ) : ℂ :=
  ∑ x, f x * conj (χ x)
```

The reciprocal vectors of the supercell are the characters equal to 1 on all of $H$. Their set is written $H^\perp$ here and `reciprocal H` in Lean.

```lean
/-- The reciprocal vectors of the supercell lattice `H`: the characters of `G` that equal one
on every translation in `H`. -/
def reciprocal (H : AddSubgroup G) : Finset (AddChar G ℂ) :=
  univ.filter fun χ => ∀ h ∈ H, χ h = 1
```

## (a) A plane wave summed over the supercell translations

Show that, for every character $\chi$,
$$\sum_{h\in H}\chi(h)=\begin{cases}|H| & \chi\in H^\perp,\\ 0 & \text{otherwise.}\end{cases}$$

If $\chi\in H^\perp$, every term is 1. Otherwise some $a\in H$ has $\chi(a)\neq1$. Call the sum $S$. As $h$ runs through $H$, so does $a+h$, hence
$$\chi(a)S=\sum_{h\in H}\chi(a+h)=S,\qquad(\chi(a)-1)S=0,$$
and $S=0$.

In the proof, `∑ h : H` runs over the elements of the subgroup, `shift` is the equation $\chi(a)S=S$ obtained by translating by $a$, and `hz` is its factored form.

```lean
/-- The lattice sum of a plane wave over the supercell translations `H` is the number of
translations if the wave is a reciprocal vector of `H`, and zero otherwise. -/
theorem sum_over_supercell (H : AddSubgroup G) [Fintype H] (χ : AddChar G ℂ) :
    ∑ h : H, χ h = if χ ∈ reciprocal H then (Fintype.card H : ℂ) else 0 := by
  by_cases hχ : χ ∈ reciprocal H
  · have h1 : ∀ h ∈ H, χ h = 1 := (mem_filter.mp hχ).2
    rw [if_pos hχ, sum_congr rfl fun (h : H) _ => h1 h h.2]
    simp
  · rw [if_neg hχ]
    have hex : ∃ a ∈ H, χ a ≠ 1 := by
      by_contra hcon
      push Not at hcon
      exact hχ (mem_filter.mpr ⟨mem_univ _, hcon⟩)
    obtain ⟨a, ha, hne⟩ := hex
    -- translating the sum by `a` multiplies it by a phase different from one
    have shift : χ a * ∑ h : H, χ h = ∑ h : H, χ h := by
      rw [mul_sum]
      exact Fintype.sum_equiv (Equiv.addLeft (⟨a, ha⟩ : H)) _ _
        fun h => (AddChar.map_add_eq_mul χ a h).symm
    have hz : (χ a - 1) * ∑ h : H, χ h = 0 := by linear_combination shift
    exact (mul_eq_zero.mp hz).resolve_left (sub_ne_zero.mpr hne)
```

## (b) The reciprocal waves summed at one point

Show that, for every $x\in G$,
$$|H|\sum_{\chi\in H^\perp}\chi(x)=\begin{cases}|G| & x\in H,\\ 0 & \text{otherwise.}\end{cases}$$

First sum over all characters. Write $G$ as a product of cyclic groups of orders $n_j$. The characters are $\exp(2\pi i\sum_j m_jx_j/n_j)$ with $m_j$ taken modulo $n_j$, so there are $|G|$ of them. At $y=0$ they sum to $|G|$. If $y\neq0$, some component $y_j$ is nonzero, and the character $\psi$ with $m_j=1$ and all other entries zero has $\psi(y)\neq1$. Multiplying the sum by $\psi(y)$ only permutes its terms, so it vanishes.

By (a), the sum over $H$ selects $H^\perp$ among all characters:
$$|H|\sum_{\chi\in H^\perp}\chi(x)=\sum_\chi\Big(\sum_{h\in H}\chi(h)\Big)\chi(x)=\sum_{h\in H}\sum_\chi\chi(h+x).$$
The inner sum is $|G|$ when $h=-x$ and zero otherwise. Such an $h$ exists in $H$ exactly when $x\in H$, and it is then unique.

The displayed chain is `key`. Orthogonality over all characters comes from Mathlib as `AddChar.sum_apply_eq_ite`, and `sum_eq_single` picks out $h=-x$.

```lean
/-- The sum of all reciprocal supercell waves at the point `x`, times the order of `H`, is the
order of `G` if `x` is a supercell translation, and zero otherwise. -/
theorem sum_over_reciprocal (H : AddSubgroup G) [Fintype H] (x : G) :
    (Fintype.card H : ℂ) * ∑ χ ∈ reciprocal H, χ x
      = if x ∈ H then (Fintype.card G : ℂ) else 0 := by
  have factor : ∀ χ : AddChar G ℂ, ∑ h : H, χ (h + x) = (∑ h : H, χ h) * χ x := by
    intro χ
    rw [sum_mul]
    exact sum_congr rfl fun h _ => AddChar.map_add_eq_mul χ h x
  -- the sum over `H` selects the reciprocal vectors among all characters
  have key : (Fintype.card H : ℂ) * ∑ χ ∈ reciprocal H, χ x
      = ∑ h : H, ∑ χ : AddChar G ℂ, χ (h + x) := by
    rw [sum_comm, mul_sum]
    refine sum_subset_zero_on_sdiff (subset_univ _) (fun χ hχ => ?_) (fun χ hχ => ?_)
    · rw [factor, sum_over_supercell, if_neg (mem_sdiff.mp hχ).2, zero_mul]
    · rw [factor, sum_over_supercell, if_pos hχ]
  rw [key]
  simp_rw [AddChar.sum_apply_eq_ite]
  by_cases hx : x ∈ H
  · rw [if_pos hx, sum_eq_single (⟨-x, H.neg_mem hx⟩ : H)]
    · simp
    · intro b _ hb
      exact if_neg fun h0 => hb (Subtype.ext (eq_neg_of_add_eq_zero_left h0))
    · intro hn
      exact absurd (mem_univ _) hn
  · rw [if_neg hx]
    refine sum_eq_zero fun h _ => if_neg fun h0 => hx ?_
    rw [eq_neg_of_add_eq_zero_right h0]
    exact H.neg_mem h.2
```

## (c) Poisson summation

Show that, for every $f:G\to\mathbb C$,
$$\sum_{h\in H}f(h)=\frac{|H|}{|G|}\sum_{\chi\in H^\perp}\hat f(\chi).$$

Insert the Fourier sum, exchange the two finite sums and use (b) at $-y$, which lies in $H$ exactly when $y$ does:
$$|H|\sum_{\chi\in H^\perp}\hat f(\chi)=\sum_{y\in G}f(y)\,|H|\sum_{\chi\in H^\perp}\chi(-y)=|G|\sum_{h\in H}f(h).$$
Divide by $|G|$.

On the four-site ring, $H^\perp$ contains the constant wave and $(-1)^x$. Their Fourier sums are 0 and 4, and $\tfrac24(0+4)=2$, as required.

The formula can fail for a set that is not a subgroup. Take $G=\mathbb Z/2$, replace $H$ by the subset $\{1\}$, and let $f$ be 1 at 0 and 0 at 1. The left side is 0. Only the constant character equals 1 on the subset, so the right side is $\tfrac12$.

Poisson's name is more often attached to functions on the real line, where decay and convergence matter. Here all sums are finite and $f$ is arbitrary. The `calc` block follows the display above: exchange of sums, use of (b), restriction to $H$.

```lean
/-- Poisson summation: the sum of `f` over the supercell translations `H` is the order of `H`
divided by the order of `G`, times the sum of the Fourier sums of `f` over the reciprocal
vectors of `H`. -/
theorem poisson_summation (H : AddSubgroup G) [Fintype H] (f : G → ℂ) :
    ∑ h : H, f h
      = (Fintype.card H : ℂ) / Fintype.card G * ∑ χ ∈ reciprocal H, fourier f χ := by
  have hG : (Fintype.card G : ℂ) ≠ 0 := Nat.cast_ne_zero.mpr Fintype.card_ne_zero
  have key : (Fintype.card H : ℂ) * ∑ χ ∈ reciprocal H, fourier f χ
      = Fintype.card G * ∑ h : H, f h := by
    calc (Fintype.card H : ℂ) * ∑ χ ∈ reciprocal H, fourier f χ
        = ∑ y, f y * ((Fintype.card H : ℂ) * ∑ χ ∈ reciprocal H, χ (-y)) := by
          -- exchange the sums over wavevectors and over sites
          simp only [fourier, AddChar.map_neg_eq_conj, mul_sum]
          rw [sum_comm]
          exact sum_congr rfl fun y _ => sum_congr rfl fun χ _ => by ring
      _ = ∑ y, if y ∈ H then (Fintype.card G : ℂ) * f y else 0 := by
          refine sum_congr rfl fun y _ => ?_
          rw [sum_over_reciprocal]
          by_cases hy : y ∈ H <;> simp [hy, mul_comm]
      _ = Fintype.card G * ∑ h : H, f h := by
          rw [← sum_filter, mul_sum]
          exact sum_subtype (p := fun y => y ∈ H) _ (by simp)
            (fun y => (Fintype.card G : ℂ) * f y)
  rw [div_mul_eq_mul_div, key, mul_div_cancel_left₀ _ hG]
```

## (d) Bloch sums and folded wavevectors

Show that, for a character $k$ and a site $x$,
$$\sum_{h\in H}f(x+h)\overline{k(h)}=\frac{|H|}{|G|}\sum_{\chi\in H^\perp}\hat f(k\chi)\,(k\chi)(x).$$

Apply (c) to $g(y)=f(x+y)\overline{k(y)}$. With $z=x+y$,
$$\hat g(\chi)=\sum_{z\in G} f(z)\overline{(k\chi)(z-x)}=\hat f(k\chi)\,(k\chi)(x).$$

The characters $k\chi$ are precisely those that agree with $k$ on $H$, that is, the wavevectors that fold onto $k$ in the supercell. The theorem concerns the function $f$ alone and involves no Hamiltonian or band energies.

In Lean, `shift` is the formula for $\hat g$, and `e` states that a phase times its conjugate is 1.

```lean
/-- The Bloch sum of `f` at wavevector `k` and position `x`, that is, the sum over `h` in `H` of
`f (x + h)` times the complex conjugate of `k h`, is the order of `H` divided by the order of `G`,
times the sum over the reciprocal vectors `χ` of `H` of the Fourier sum of `f` at `k * χ` times the
value of `k * χ` at `x`. -/
theorem bloch_sum (H : AddSubgroup G) [Fintype H] (f : G → ℂ) (k : AddChar G ℂ) (x : G) :
    ∑ h : H, f (x + h) * conj (k h)
      = (Fintype.card H : ℂ) / Fintype.card G
        * ∑ χ ∈ reciprocal H, fourier f (k * χ) * (k * χ) x := by
  -- a shift in space gives a phase, a twist by `k` shifts the wavevector
  have shift : ∀ χ : AddChar G ℂ,
      fourier (fun y => f (x + y) * conj (k y)) χ = fourier f (k * χ) * (k * χ) x := by
    intro χ
    have e : conj ((k * χ) x) * (k * χ) x = 1 := by
      rw [← AddChar.map_neg_eq_conj, ← AddChar.map_add_eq_mul, neg_add_cancel,
        AddChar.map_zero_eq_one]
    unfold fourier
    rw [sum_mul]
    refine Fintype.sum_equiv (Equiv.addLeft x) _ _ fun y => ?_
    change f (x + y) * conj (k y) * conj (χ y)
      = f (x + y) * conj ((k * χ) (x + y)) * (k * χ) x
    have hy : conj ((k * χ) y) = conj (k y) * conj (χ y) := by
      rw [AddChar.mul_apply, map_mul]
    rw [AddChar.map_add_eq_mul, map_mul, hy]
    linear_combination (-(f (x + y) * conj (k y) * conj (χ y))) * e
  rw [poisson_summation H (fun y => f (x + y) * conj (k y))]
  simp_rw [shift]
```

## (e) Counting the reciprocal vectors

Show that
$$|H|\,|H^\perp|=|G|.$$

Set $x=0$ in (b): every wave equals 1 there, and $0\in H$. A supercell of $N=|G|/|H|$ primitive cells thus has $N$ distinct reciprocal vectors, where two that differ by a reciprocal vector of the primitive cell count as one, since they give the same character of $G$. The Lean proof makes the same substitution, and `exact_mod_cast` carries the equation from complex numbers back to natural numbers.

```lean
/-- The number of supercell translations times the number of reciprocal supercell vectors is
the number of translations of the whole crystal. -/
theorem card_mul_card_reciprocal (H : AddSubgroup G) [Fintype H] :
    Fintype.card H * (reciprocal H).card = Fintype.card G := by
  have h := sum_over_reciprocal H 0
  simp only [AddChar.map_zero_eq_one, sum_const, nsmul_eq_mul, mul_one,
    if_pos H.zero_mem] at h
  exact_mod_cast h
```

## (f) Recovering the supercell from its reciprocal vectors

Show that
$$x\in H\iff\chi(x)=1\ \text{ for all }\chi\in H^\perp.$$

The forward direction is the definition of $H^\perp$. Conversely, suppose all these values are 1 but $x\notin H$. Then (b) gives $|H|\,|H^\perp|=0$, whereas (e) gives $|G|\geq1$, a contradiction. In the code, `hs` is (b) at this $x$, and `hn` is the resulting zero product.

```lean
/-- A translation belongs to the supercell lattice `H` exactly when every reciprocal vector of
`H` equals one on it. -/
theorem mem_iff_reciprocal (H : AddSubgroup G) (x : G) :
    x ∈ H ↔ ∀ χ ∈ reciprocal H, χ x = 1 := by
  refine ⟨fun hx χ hχ => (mem_filter.mp hχ).2 x hx, fun h => ?_⟩
  by_contra hx
  have : Fintype H := Fintype.ofFinite H
  -- outside `H` the reciprocal waves cancel, which a sum of ones cannot do
  have hs := sum_over_reciprocal H x
  rw [if_neg hx, sum_congr rfl h, sum_const, nsmul_eq_mul, mul_one] at hs
  have hn : Fintype.card H * (reciprocal H).card = 0 := by exact_mod_cast hs
  rw [card_mul_card_reciprocal] at hn
  exact Fintype.card_ne_zero hn

end

end SupercellPoisson
```

```lean
#print axioms SupercellPoisson.poisson_summation
#print axioms SupercellPoisson.bloch_sum
#print axioms SupercellPoisson.mem_iff_reciprocal
```

```
'SupercellPoisson.poisson_summation' depends on axioms: [propext, Classical.choice, Quot.sound]
'SupercellPoisson.bloch_sum' depends on axioms: [propext, Classical.choice, Quot.sound]
'SupercellPoisson.mem_iff_reciprocal' depends on axioms: [propext, Classical.choice, Quot.sound]
```
